# Any expansion of the CNOT gate into product operators has at least two terms

The declaration `two_le_of_cnot_eq_gate` states that if the two-qubit CNOT gate equals a sum of `r` terms `A k ⊗ B k`, then `r` is at least 2. The factors are arbitrary complex 2×2 matrices and need not be unitary. The proof applies CNOT to the unnormalised product vector (|0⟩ + |1⟩)|0⟩, which gives |0⟩|0⟩ + |1⟩|1⟩, whose coefficient matrix is the identity, of rank 2. With both vectors normalised the matrix would be the identity divided by √2, and the rank would be the same. Since an operator with `r` product terms takes a product vector to one of Schmidt rank at most `r`, the bound follows.

The failing Lean file:

```lean
import Mathlib

open Matrix
open scoped Kronecker

namespace TwoLeOfCnotEqGate

variable {m n m' n' : Type*}

/-- The coefficient matrix of a bipartite vector: its entry `i j` is the amplitude of `|i⟩|j⟩`. -/
def coeff (ψ : m × n → ℂ) : Matrix m n ℂ := Matrix.of fun i j => ψ (i, j)

/-- The Schmidt rank of a bipartite vector is the rank of its coefficient matrix. -/
noncomputable def schmidtRank [Fintype n] (ψ : m × n → ℂ) : ℕ := (coeff ψ).rank

/-- The bipartite operator `∑ k < r, A k ⊗ B k`. -/
noncomputable def gate {r : ℕ} (A : Fin r → Matrix m' m ℂ) (B : Fin r → Matrix n' n ℂ) :
    Matrix (m' × n') (m × n) ℂ := ∑ k, A k ⊗ₖ B k

/-- The product vector `a ⊗ b`. -/
def product (a : m → ℂ) (b : n → ℂ) : m × n → ℂ := fun p => a p.1 * b p.2

/-- A product operator `A ⊗ B` turns the coefficient matrix `C` into `A C Bᵀ`. -/
theorem coeff_kronecker [Fintype m] [Fintype n] (A : Matrix m' m ℂ) (B : Matrix n' n ℂ)
    (ψ : m × n → ℂ) : coeff ((A ⊗ₖ B) *ᵥ ψ) = A * coeff ψ * Bᵀ := by
  ext i j
  simp only [coeff, Matrix.of_apply, Matrix.mulVec, dotProduct, Matrix.kroneckerMap_apply,
    Matrix.mul_apply, Matrix.transpose_apply, Fintype.sum_prod_type, Finset.sum_mul]
  rw [Finset.sum_comm]
  exact Finset.sum_congr rfl fun b _ => Finset.sum_congr rfl fun a _ => by ring

/-- The operator `∑ k, A k ⊗ B k` turns the coefficient matrix `C` into `∑ k, A k C (B k)ᵀ`. -/
theorem coeff_gate [Fintype m] [Fintype n] {r : ℕ} (A : Fin r → Matrix m' m ℂ)
    (B : Fin r → Matrix n' n ℂ) (ψ : m × n → ℂ) :
    coeff (gate A B *ᵥ ψ) = ∑ k, A k * coeff ψ * (B k)ᵀ := by
  -- the coefficient matrix is linear in the operator
  have h : coeff (gate A B *ᵥ ψ) = ∑ k, coeff ((A k ⊗ₖ B k) *ᵥ ψ) := by
    ext i j
    simp only [coeff, gate, Matrix.of_apply, Matrix.sum_apply, Matrix.mulVec, dotProduct,
      Finset.sum_mul]
    exact Finset.sum_comm
  rw [h]
  exact Finset.sum_congr rfl fun k _ => coeff_kronecker (A k) (B k) ψ

/-- The rank of a finite sum of matrices is at most the sum of their ranks. -/
theorem rank_sum_le [Fintype m] [Fintype n] {ι : Type*} (s : Finset ι)
    (M : ι → Matrix m n ℂ) : (∑ k ∈ s, M k).rank ≤ ∑ k ∈ s, (M k).rank := by
  classical
  -- the range of a sum lies in the span of the two ranges
  have add (P Q : Matrix m n ℂ) : (P + Q).rank ≤ P.rank + Q.rank := by
    have h : LinearMap.range (P + Q).mulVecLin ≤
        LinearMap.range P.mulVecLin ⊔ LinearMap.range Q.mulVecLin := by
      rintro _ ⟨v, rfl⟩
      rw [Matrix.mulVecLin_add, LinearMap.add_apply]
      exact Submodule.add_mem_sup ⟨v, rfl⟩ ⟨v, rfl⟩
    exact (Submodule.finrank_mono h).trans
      (Submodule.finrank_add_le_finrank_add_finrank _ _)
  induction s using Finset.induction_on with
  | empty => simp
  | insert a s ha ih =>
    rw [Finset.sum_insert ha, Finset.sum_insert ha]
    exact (add _ _).trans (Nat.add_le_add_left ih _)

/-- An operator with `r` product terms multiplies the Schmidt rank of a bipartite vector
by at most `r`. -/
theorem schmidtRank_gate_le [Fintype m] [Fintype n] [Fintype m'] [Fintype n'] {r : ℕ}
    (A : Fin r → Matrix m' m ℂ) (B : Fin r → Matrix n' n ℂ) (ψ : m × n → ℂ) :
    schmidtRank (gate A B *ᵥ ψ) ≤ r * schmidtRank ψ := by
  unfold schmidtRank
  rw [coeff_gate]
  calc (∑ k, A k * coeff ψ * (B k)ᵀ).rank
      ≤ ∑ k, (A k * coeff ψ * (B k)ᵀ).rank := rank_sum_le _ _
    _ ≤ ∑ _k : Fin r, (coeff ψ).rank := Finset.sum_le_sum fun k _ =>
        (Matrix.rank_mul_le_left _ _).trans (Matrix.rank_mul_le_right _ _)
    _ = r * (coeff ψ).rank := by simp

/-- Acting on a product vector, an operator with `r` product terms creates Schmidt rank
at most `r`. -/
theorem schmidtRank_gate_product_le [Fintype m] [Fintype n] [Fintype m'] [Fintype n'] {r : ℕ}
    (A : Fin r → Matrix m' m ℂ) (B : Fin r → Matrix n' n ℂ) (a : m → ℂ) (b : n → ℂ) :
    schmidtRank (gate A B *ᵥ product a b) ≤ r := by
  -- the coefficient matrix of a product vector is an outer product
  have h : schmidtRank (product a b) ≤ 1 := Matrix.rank_vecMulVec_le a b
  calc schmidtRank (gate A B *ᵥ product a b)
      ≤ r * schmidtRank (product a b) := schmidtRank_gate_le _ _ _
    _ ≤ r * 1 := Nat.mul_le_mul_left _ h
    _ = r := Nat.mul_one r

/-- The CNOT gate `|a⟩|b⟩ ↦ |a⟩|a + b⟩`, with addition modulo two. -/
def cnot : Matrix (Fin 2 × Fin 2) (Fin 2 × Fin 2) ℂ :=
  Matrix.of fun p q => if p = (q.1, q.1 + q.2) then 1 else 0

/-- CNOT is the sum of two product terms, `|0⟩⟨0| ⊗ 1 + |1⟩⟨1| ⊗ X`. -/
theorem cnot_eq_gate :
    cnot = gate ![!![1, 0; 0, 0], !![0, 0; 0, 1]] ![!![1, 0; 0, 1], !![0, 1; 1, 0]] := by
  ext ⟨i, j⟩ ⟨k, l⟩
  fin_cases i <;> fin_cases j <;> fin_cases k <;> fin_cases l <;>
    simp [cnot, gate, Fin.sum_univ_two, Matrix.kroneckerMap_apply]

/-- Every expansion of CNOT into product terms has at least two terms. -/
theorem two_le_of_cnot_eq_gate {r : ℕ} (A B : Fin r → Matrix (Fin 2) (Fin 2) ℂ)
    (h : cnot = gate A B) : 2 ≤ r := by
  -- CNOT sends (|0⟩ + |1⟩)|0⟩ to |0⟩|0⟩ + |1⟩|1⟩
  have hc : coeff (cnot *ᵥ product ![1, 1] ![1, 0]) = 1 := by
    rw [cnot_eq_gate, coeff_gate]
    ext i j
    fin_cases i <;> fin_cases j <;>
      simp [coeff, product, Fin.sum_univ_two, Matrix.mul_apply]
  have hr := schmidtRank_gate_product_le A B ![1, 1] ![1, 0]
  rw [← h, schmidtRank, hc, Matrix.rank_one, Fintype.card_fin] at hr
  exact hr

end TwoLeOfCnotEqGate
```

Lean reports:

```
Main.lean:104:59: error: unsolved goals
case «0».«0»
r : ℕ
A B : Fin r → Matrix (Fin 2) (Fin 2) ℂ
h : cnot = gate A B
⊢ ((vecHead fun i j => ![1, 1] i * ![1, 0] j) ᵥ* !![1, 0; 0, 1]ᵀ) 0 = 1

case «0».«1»
r : ℕ
A B : Fin r → Matrix (Fin 2) (Fin 2) ℂ
h : cnot = gate A B
⊢ ((vecHead fun i j => ![1, 1] i * ![1, 0] j) ᵥ* !![1, 0; 0, 1]ᵀ) 1 = 0

case «1».«0»
r : ℕ
A B : Fin r → Matrix (Fin 2) (Fin 2) ℂ
h : cnot = gate A B
⊢ (vecHead (vecTail fun i j => ![1, 1] i * ![1, 0] j) ᵥ* !![0, 1; 1, 0]ᵀ) 0 = 0

case «1».«1»
r : ℕ
A B : Fin r → Matrix (Fin 2) (Fin 2) ℂ
h : cnot = gate A B
⊢ (vecHead (vecTail fun i j => ![1, 1] i * ![1, 0] j) ᵥ* !![0, 1; 1, 0]ᵀ) 1 = 1
Main.lean:108:46: warning: This simp argument is unused:
  Matrix.mul_apply

Hint: Omit it from the simp argument list.
  [apply] simp [coeff, product, Fin.sum_univ_two]

Note: This linter can be disabled with `set_option linter.unusedSimpArgs false`
```

As a diff, the version that Lean accepts:

```diff
@@ -105,6 +105,7 @@
     rw [cnot_eq_gate, coeff_gate]
     ext i j
-    fin_cases i <;> fin_cases j <;>
-      simp [coeff, product, Fin.sum_univ_two, Matrix.mul_apply]
+    simp only [Fin.sum_univ_two, Matrix.add_apply, Matrix.mul_apply, Matrix.transpose_apply,
+      coeff, product, Matrix.of_apply]
+    fin_cases i <;> fin_cases j <;> simp
   have hr := schmidtRank_gate_product_le A B ![1, 1] ![1, 0]
   rw [← h, schmidtRank, hc, Matrix.rank_one, Fintype.card_fin] at hr
```

The error lies in `hc`, the claim that the coefficient matrix is the identity. All four entries are left unproved, though each remaining equation is true.

After `fin_cases` had fixed the indices, `simp` treated the matrix products by rows. This left a row vector multiplied by a transposed matrix, written with `ᵥ*`. The row is `vecHead` of a function, or `vecHead` of its `vecTail`, and not an explicit list of entries, and `simp` got no further. The warning that `Matrix.mul_apply` was unused confirms that the entry formula for a product never came into play.

The repair changes the order. Before the indices are fixed, a `simp only` restricted to the listed lemmas expands the entries: `Matrix.add_apply` separates the two terms of the gate, `Matrix.mul_apply` and `Fin.sum_univ_two` turn products into explicit sums, and `Matrix.transpose_apply` removes the transpose. The remaining lemmas replace the coefficient matrix by products of amplitudes. After `fin_cases`, only arithmetic on explicit entries is left, and `simp` completes it.
